# In exact arithmetic, one-electron updates keep core polarization fields and energy correct

Let \(c\) label finitely many cores and \(i\) finitely many electrons. A configuration \(R\) gives electron \(i\) the position \(R_i\). An electron at position \(x\) produces the field vector \(f_c(x)\) at core \(c\), and sources that do not move with the electrons, such as the other cores, produce a constant vector \(g_c\). The total field is

\[
F_c(R) = g_c + \sum_i f_c(R_i).
\]

The field vectors lie in a real inner-product space, which is ordinary three-dimensional space in an application. Any short-range cutoff of the field is part of \(f_c\).

Each core has a polarizability \(a_c\). This constant is an input and stands for the linear response of the core: a field \(F_c\) induces the dipole \(a_cF_c\). The core polarization energy, which includes the cost of forming the dipoles, is

\[
U(F) = -\sum_c \frac{a_c\|F_c\|^2}{2}.
\]

A move \(m=(k,y)\) takes electron \(k\) to position \(y\). It changes that electron's field vectors by

\[
d_c = f_c(y) - f_c(R_k).
\]

## The energy change of a one-electron move

When the fields change from \(F\) to \(F+d\), the energy changes by

\[
\Delta(F,d) = -\sum_c a_c\left(\langle F_c,d_c\rangle + \frac{\|d_c\|^2}{2}\right).
\]

Suppose a walker starts with correctly computed fields and energy, and each move adds \(d_c\) to the stored fields and \(\Delta(F,d)\) to the stored energy. After any list of moves, both stored quantities equal those recomputed from the final configuration.

## Stored fields in a quantum Monte Carlo walker

The result applies to a quantum Monte Carlo code that moves electrons one at a time and carries the core fields with the walker, provided that the core polarization potential is a local function of the positions with the energy above. The list of moves is then the list of accepted moves, since a rejected move leaves the walker as it was. An update needs the field vectors of only the moved electron, at its old and new positions, whereas a full recomputation evaluates those of all electrons.

The identity also gives a consistency test. At any point in a run, recomputed fields and energy should match the stored ones up to rounding.

## From one move to a list of moves

Let \(R'\) be the configuration after the move \((k,y)\). The constant \(g_c\) cancels in the difference of the total fields, and so does every electron other than \(k\):

\[
F_c(R')-F_c(R)=\sum_i\bigl(f_c(R'_i)-f_c(R_i)\bigr)=f_c(y)-f_c(R_k)=d_c.
\]

For the energy, expand the square at each core:

\[
\|F_c+d_c\|^2=\|F_c\|^2+2\langle F_c,d_c\rangle+\|d_c\|^2.
\]

Multiplying by \(-a_c/2\) and summing over \(c\) gives \(U(F+d)=U(F)+\Delta(F,d)\).

Now suppose that the stored fields and energy are correct for the current configuration. By the two identities, the next update makes them correct for the next configuration. They are correct at the start, so induction covers every list of moves, including the empty one.

Undoing a change returns the energy to \(U(F)\), hence \(\Delta(F+d,-d)=-\Delta(F,d)\). For two changes \(d\) and \(d'\), expanding \(\|d_c+d'_c\|^2\) gives

\[
\Delta(F,d+d')=\Delta(F,d)+\Delta(F,d')-\sum_c a_c\langle d_c,d'_c\rangle.
\]

Two energy changes evaluated from the same initial fields therefore miss the last term. Updating the fields between the moves supplies it.

The order of operations within a single move matters as well. If a code first overwrites \(F\) by \(F+d\) and then evaluates the formula for the energy change \(\Delta\) with the new fields, it obtains

\[
\Delta(F+d,d)=\Delta(F,d)-\sum_c a_c\|d_c\|^2.
\]

With positive polarizabilities this error is never positive, so it accumulates over the run instead of averaging out. If only the new fields \(F'=F+d\) are available, the quadratic term must change sign: the correct energy change is \(-\sum_c a_c(\langle F'_c,d_c\rangle-\|d_c\|^2/2)\).

## The model and its updates in Lean

```lean
import Mathlib

open scoped InnerProductSpace

namespace CorePolarization

noncomputable section

/-- A core polarization model: the polarizability of each core, a fixed field at each core,
and the field vector that an electron at a given position produces at each core. -/
structure Model (C X V : Type*) where
  /-- Polarizability of each core. -/
  pol : C → ℝ
  /-- Field at each core that does not depend on the electrons. -/
  fixedField : C → V
  /-- Field at a core due to one electron at a given position. -/
  electronField : C → X → V

/-- The data stored during a simulation: electron positions, fields at the cores, and energy. -/
structure Walker (E C X V : Type*) where
  /-- Position of each electron. -/
  config : E → X
  /-- Stored field at each core. -/
  fields : C → V
  /-- Stored core polarization energy. -/
  energy : ℝ

variable {E C X V : Type*} [Fintype E] [DecidableEq E] [Fintype C]
  [NormedAddCommGroup V] [InnerProductSpace ℝ V]

/-- The configuration after electron `m.1` has been moved to position `m.2`. -/
def moveElectron (R : E → X) (m : E × X) : E → X :=
  Function.update R m.1 m.2

/-- The total field at each core: the fixed field plus the sum over all electrons. -/
def Model.totalField (M : Model C X V) (R : E → X) : C → V :=
  fun c => M.fixedField c + ∑ i, M.electronField c (R i)

/-- The core polarization energy of given fields, `-∑ a_c ‖F_c‖² / 2`. -/
def Model.energy (M : Model C X V) (F : C → V) : ℝ :=
  -∑ c, M.pol c * ‖F c‖ ^ 2 / 2

/-- The change of the moved electron's own field vector at each core. -/
def Model.increment (M : Model C X V) (R : E → X) (m : E × X) : C → V :=
  fun c => M.electronField c m.2 - M.electronField c (R m.1)

/-- The energy update `-∑ a_c (⟨F_c, d_c⟩ + ‖d_c‖² / 2)` for field changes `d`. -/
def Model.energyChange (M : Model C X V) (F d : C → V) : ℝ :=
  -∑ c, M.pol c * (⟪F c, d c⟫_ℝ + ‖d c‖ ^ 2 / 2)

/-- The walker whose fields and energy are computed from scratch. -/
def Model.fresh (M : Model C X V) (R : E → X) : Walker E C X V :=
  ⟨R, M.totalField R, M.energy (M.totalField R)⟩

/-- The update of a walker by a one-electron move, using the stored fields and energy. -/
def Model.step (M : Model C X V) (w : Walker E C X V) (m : E × X) : Walker E C X V :=
  ⟨moveElectron w.config m, w.fields + M.increment w.config m,
    w.energy + M.energyChange w.fields (M.increment w.config m)⟩

omit [Fintype C] [InnerProductSpace ℝ V] in
/-- A one-electron move changes the total fields by the change of that electron's own
field vectors. -/
theorem totalField_move (M : Model C X V) (R : E → X) (m : E × X) :
    M.totalField (moveElectron R m) = M.totalField R + M.increment R m := by
  funext c
  -- only the moved electron contributes to the difference of the two sums
  have h : ∑ j, (M.electronField c (moveElectron R m j) - M.electronField c (R j))
      = M.electronField c m.2 - M.electronField c (R m.1) := by
    rw [Finset.sum_eq_single m.1]
    · simp [moveElectron]
    · intro j _ hj
      simp [moveElectron, hj]
    · simp
  rw [Finset.sum_sub_distrib] at h
  simp only [Model.totalField, Model.increment, Pi.add_apply]
  rw [← h]
  abel

/-- When the fields change from `F` to `F + d`, the energy changes by
`-∑ a_c (⟨F_c, d_c⟩ + ‖d_c‖² / 2)`. -/
theorem energy_add (M : Model C X V) (F d : C → V) :
    M.energy (F + d) = M.energy F + M.energyChange F d := by
  unfold Model.energy Model.energyChange
  rw [← neg_add, ← Finset.sum_add_distrib]
  congr 1
  refine Finset.sum_congr rfl fun c _ => ?_
  rw [Pi.add_apply, norm_add_sq_real]
  ring

/-- If a walker starts with fields and energy computed from scratch, then after any list of
one-electron moves the accumulated fields and energy equal those recomputed from scratch in the
final configuration. -/
theorem accumulated_eq_recomputed (M : Model C X V) (R : E → X) (moves : List (E × X)) :
    (moves.foldl M.step (M.fresh R)).fields = M.totalField (moves.foldl moveElectron R) ∧
    (moves.foldl M.step (M.fresh R)).energy
      = M.energy (M.totalField (moves.foldl moveElectron R)) := by
  -- one update of a fresh walker gives the fresh walker of the new configuration
  have hstep : ∀ (R : E → X) (m : E × X),
      M.step (M.fresh R) m = M.fresh (moveElectron R m) := by
    intro R m
    simp only [Model.step, Model.fresh, totalField_move, energy_add]
  have key : moves.foldl M.step (M.fresh R) = M.fresh (moves.foldl moveElectron R) := by
    induction moves generalizing R with
    | nil => rfl
    | cons m ms ih => rw [List.foldl_cons, List.foldl_cons, hstep, ih]
  rw [key]
  exact ⟨rfl, rfl⟩

/-- For any starting walker, the error of the stored fields and the mismatch between stored
energy and stored fields are the same after a list of moves as before it. -/
theorem errors_conserved (M : Model C X V) (w : Walker E C X V) (moves : List (E × X)) :
    (moves.foldl M.step w).fields - M.totalField (moves.foldl M.step w).config
      = w.fields - M.totalField w.config ∧
    (moves.foldl M.step w).energy - M.energy (moves.foldl M.step w).fields
      = w.energy - M.energy w.fields := by
  induction moves generalizing w with
  | nil => exact ⟨rfl, rfl⟩
  | cons m ms ih =>
    obtain ⟨h1, h2⟩ := ih (M.step w m)
    rw [List.foldl_cons]
    refine ⟨h1.trans ?_, h2.trans ?_⟩
    · simp only [Model.step, totalField_move]
      abel
    · simp only [Model.step, energy_add]
      ring

/-- Undoing a field change reverses its energy change. -/
theorem energyChange_reverse (M : Model C X V) (F d : C → V) :
    M.energyChange (F + d) (-d) = -M.energyChange F d := by
  have h := energy_add M (F + d) (-d)
  rw [add_neg_cancel_right, energy_add] at h
  linarith

/-- The energy change of two combined field changes is the sum of the separate ones, taken
from the same initial fields, plus the coupling `-∑ a_c ⟨d_c, d'_c⟩`. -/
theorem energyChange_add (M : Model C X V) (F d d' : C → V) :
    M.energyChange F (d + d') = M.energyChange F d + M.energyChange F d'
      - ∑ c, M.pol c * ⟪d c, d' c⟫_ℝ := by
  unfold Model.energyChange
  rw [← neg_add, ← Finset.sum_add_distrib, ← neg_add', ← Finset.sum_add_distrib]
  congr 1
  refine Finset.sum_congr rfl fun c _ => ?_
  rw [Pi.add_apply, inner_add_right, norm_add_sq_real]
  ring

end

end CorePolarization
```

```lean
#print axioms CorePolarization.accumulated_eq_recomputed
#print axioms CorePolarization.errors_conserved
#print axioms CorePolarization.energyChange_reverse
#print axioms CorePolarization.energyChange_add
```

```
'CorePolarization.accumulated_eq_recomputed' depends on axioms: [propext, Classical.choice, Quot.sound]
'CorePolarization.errors_conserved' depends on axioms: [propext, Classical.choice, Quot.sound]
'CorePolarization.energyChange_reverse' depends on axioms: [propext, Classical.choice, Quot.sound]
'CorePolarization.energyChange_add' depends on axioms: [propext, Classical.choice, Quot.sound]
```

## How the Lean objects correspond to the walker

The types `C`, `E`, `X` and `V` hold the cores, the electrons, the positions and the field vectors. Note that `E` is the set of electron labels and not an energy. In a `Model`, `pol` is \(a_c\), `fixedField` is \(g_c\) and `electronField` is \(f_c\). Setting `fixedField` to zero leaves a pure sum over electrons.

A `Walker` stores a configuration, fields and an energy, and nothing in its type forces the three to agree. `Model.fresh` builds a walker whose data are computed from scratch. `Model.step` applies one move: it reads the old position from `w.config` and the old fields from `w.fields`, and it never calls `totalField`. This separation gives the comparison its content.

The main theorem, `accumulated_eq_recomputed`, starts from `M.fresh R`. The expression `moves.foldl M.step` applies the updates in order, while `moves.foldl moveElectron R` moves only the electrons. The theorem equates the accumulated fields and energy with those computed from that final configuration.

## Cancellation, expansion and induction in the proof

`totalField_move` is the cancellation in the field sum. Its main step, `Finset.sum_eq_single m.1`, reduces the sum of differences to the moved electron's term. `energy_add` is the expansion of the square: `norm_add_sq_real` expands the norm at each core, and `ring` collects the terms.

Within the main theorem, `hstep` combines these two lemmas to show that updating a fresh walker gives the fresh walker of the new configuration. The induction in `key` extends this to the whole list. It is carried out for all starting configurations at once (`generalizing R`), because the remaining moves start from a changed configuration.

`energyChange_reverse` applies `energy_add` to the change and to its reversal, and `energyChange_add` expands the square once more to obtain the coupling term.

## Wrong starting data, rounding and richer potentials

`errors_conserved` treats a walker with arbitrary stored data. Two differences stay constant along the list: stored fields minus true fields, and stored energy minus the energy of the stored fields. Each update adds the same amount to both members of a difference, so the updates neither repair nor enlarge an initial error of these two kinds. The error of the stored energy relative to the true energy can still vary when the stored fields are wrong, because the effect of a fixed field error \(e_c\) contains \(\langle F_c,e_c\rangle\), which changes with the configuration.

All of this holds for real numbers. In floating-point arithmetic every update can add a rounding error, and the theorems give no bound on the total. They also concern the update rule as defined in the file, not its implementation in a particular program.

The energy has one scalar polarizability per core and one field per core. Several refinements lie beyond this model:

- anisotropic polarizability tensors;
- induced dipoles that polarize one another;
- cutoffs that depend on angular momentum, which turn the potential into a nonlocal operator;
- moves of the cores, since `fixedField` and `electronField` stay the same throughout the list.

The function \(f_c\) is arbitrary, so the theorems do not test whether a chosen field or cutoff is physically sound. The sign of \(a_c\) is also unrestricted. Finally, `V` must carry the norm of its inner product: for three-dimensional vectors in Mathlib this means `EuclideanSpace ℝ (Fin 3)`, because plain functions `Fin 3 → ℝ` carry the maximum norm.
